# In a dimerised chain with unequal positive hoppings, the maximum group velocity equals the smaller hopping

Velocity is taken here to be the derivative of an explicit band function of a real wavenumber $k$, with $\hbar$ and the lattice constant set to one. The chain is infinite and non-interacting, with two sites per cell, equal on-site energies set to zero, and real hoppings $v$ within a cell and $w$ between neighbouring cells.

```lean
import Mathlib

open ComplexConjugate

namespace DimerisedChainVelocity

noncomputable section
```

Summing the two hoppings with their Bloch phases gives the complex amplitude $h(k)=v+we^{ik}$.

```lean
/-- The Bloch sum of the intracell hopping `v` and the intercell hopping `w`. -/
def hop (v w k : ℝ) : ℂ := v + w * Complex.exp (k * Complex.I)
```

This amplitude and its conjugate are the off-diagonal entries of the Bloch Hamiltonian; the diagonal is zero.

```lean
/-- The Bloch Hamiltonian of the dimerised chain on the two sites of a cell. -/
def bloch (v w k : ℝ) : Matrix (Fin 2) (Fin 2) ℂ :=
  !![0, conj (hop v w k); hop v w k, 0]
```

The upper band is $E(k)=\sqrt{v^2+w^2+2vw\cos k}$. In Lean it is `band v w`, a function defined on all of $\mathbb R$, not only on one Brillouin zone.

```lean
/-- The upper band of the dimerised chain. -/
def band (v w k : ℝ) : ℝ := √(v ^ 2 + w ^ 2 + 2 * v * w * Real.cos k)
```

The radicand is a sum of two squares,
$$v^2+w^2+2vw\cos k=(v+w\cos k)^2+(w\sin k)^2,$$
so it is never negative, and squaring the root returns it.

```lean
/-- The squared band energy is `v² + w² + 2vw cos k`, for all real hoppings. -/
theorem band_sq (v w k : ℝ) :
    band v w k ^ 2 = v ^ 2 + w ^ 2 + 2 * v * w * Real.cos k := by
  have h : v ^ 2 + w ^ 2 + 2 * v * w * Real.cos k
      = (v + w * Real.cos k) ^ 2 + (w * Real.sin k) ^ 2 := by
    linear_combination (-w ^ 2) * Real.sin_sq_add_cos_sq k
  unfold band
  exact Real.sq_sqrt (by rw [h]; positivity)
```

The same sum is $|h(k)|^2$. Hence $\det(\varepsilon I-H(k))=\varepsilon^2-|h(k)|^2=\varepsilon^2-E(k)^2$, which vanishes for real $\varepsilon$ exactly when $\varepsilon=\pm E(k)$. This ties the band formula to the Hamiltonian. The lower band is $-E(k)$ and has the same speeds, so it is enough to study the upper one. The proof expands the determinant, identifies the squared modulus from its real and imaginary parts, and solves $\varepsilon^2=E(k)^2$ for $\varepsilon$.

```lean
/-- A real energy `ε` solves the secular equation of the Bloch Hamiltonian exactly when
it is plus or minus the band energy. -/
theorem secular_iff (v w k ε : ℝ) :
    ((ε : ℂ) • (1 : Matrix (Fin 2) (Fin 2) ℂ) - bloch v w k).det = 0 ↔
      ε = band v w k ∨ ε = -band v w k := by
  have hdet : ((ε : ℂ) • (1 : Matrix (Fin 2) (Fin 2) ℂ) - bloch v w k).det
      = ε * ε - conj (hop v w k) * hop v w k := by
    simp [bloch, Matrix.det_fin_two]
  have hre : (hop v w k).re = v + w * Real.cos k := by
    simp [hop, Complex.exp_ofReal_mul_I_re]
  have him : (hop v w k).im = w * Real.sin k := by
    simp [hop, Complex.exp_ofReal_mul_I_im]
  -- the squared modulus of the Bloch sum is the squared band energy
  have hn : Complex.normSq (hop v w k) = band v w k ^ 2 := by
    rw [Complex.normSq_apply, hre, him, band_sq]
    linear_combination w ^ 2 * Real.sin_sq_add_cos_sq k
  have hc : (ε : ℂ) * ε - ((band v w k ^ 2 : ℝ) : ℂ)
      = ((ε ^ 2 - band v w k ^ 2 : ℝ) : ℂ) := by
    push_cast
    ring
  rw [hdet, mul_comm (conj (hop v w k)), Complex.mul_conj, hn, hc,
    Complex.ofReal_eq_zero, sub_eq_zero, sq_eq_sq_iff_eq_or_eq_neg]
```

To apply the chain rule to the square root we use $E(k)>0$. For positive $v\ne w$,
$$E(k)^2=(v-w)^2+2vw(1+\cos k)>0,$$
because the first term is positive and the second is not negative. Physically, unequal hoppings keep the gap open.

```lean
/-- For unequal positive hoppings the upper band lies strictly above zero energy. -/
theorem band_pos {v w : ℝ} (hv : 0 < v) (hw : 0 < w) (hne : v ≠ w) (k : ℝ) :
    0 < band v w k := by
  unfold band
  apply Real.sqrt_pos.mpr
  have h1 : 0 < (v - w) ^ 2 := by
    have := sub_ne_zero.mpr hne
    positivity
  have h2 : 0 ≤ v * w * (1 + Real.cos k) :=
    mul_nonneg (mul_pos hv hw).le (by linarith [Real.neg_one_le_cos k])
  nlinarith
```

The chain rule now gives
$$E'(k)=\frac{-2vw\sin k}{2E(k)}=-\frac{vw\sin k}{E(k)}.$$
`HasDerivAt` states that the derivative exists and has this value.

```lean
/-- Wherever the band energy is positive, the group velocity is `-vw sin k / E(k)`. -/
theorem hasDerivAt_band {v w k : ℝ} (hb : 0 < band v w k) :
    HasDerivAt (band v w) (-(v * w * Real.sin k) / band v w k) k := by
  have h1 : HasDerivAt (fun x => v ^ 2 + w ^ 2 + 2 * v * w * Real.cos x)
      (2 * v * w * (-Real.sin k)) k :=
    ((Real.hasDerivAt_cos k).const_mul (2 * v * w)).const_add (v ^ 2 + w ^ 2)
  have h2 : HasDerivAt (band v w)
      (2 * v * w * (-Real.sin k) / (2 * band v w k)) k :=
    h1.sqrt (Real.sqrt_pos.mp hb).ne'
  refine h2.congr_deriv ?_
  rw [div_eq_div_iff (mul_ne_zero two_ne_zero hb.ne') hb.ne']
  ring
```

Subtract the squared velocity from $w^2$ and use $\sin^2k=1-\cos^2k$:
$$\begin{aligned}
w^2-E'(k)^2&=\frac{w^2\left(E(k)^2-v^2\sin^2k\right)}{E(k)^2}\\
&=\frac{w^2\left(w^2+2vw\cos k+v^2\cos^2k\right)}{E(k)^2}\\
&=\left(\frac{w(w+v\cos k)}{E(k)}\right)^2.
\end{aligned}$$
In the proof, the rewrites clear the denominator and `linear_combination` supplies the trigonometric identity.

```lean
/-- Wherever the band energy is positive, `w²` exceeds the squared group velocity by the
perfect square `(w (w + v cos k) / E(k))²`. -/
theorem speed_deficit {v w k : ℝ} (hb : 0 < band v w k) :
    w ^ 2 - deriv (band v w) k ^ 2
      = (w * (w + v * Real.cos k) / band v w k) ^ 2 := by
  rw [(hasDerivAt_band hb).deriv, div_pow, div_pow, sub_eq_iff_eq_add, ← add_div,
    eq_div_iff (pow_ne_zero 2 hb.ne'), band_sq]
  linear_combination (-(v ^ 2 * w ^ 2)) * Real.sin_sq_add_cos_sq k
```

A square is not negative, so $|E'(k)|\le w$ when $w>0$. Equality holds exactly when the square vanishes; since $w$ and $E(k)$ are nonzero, that means $w+v\cos k=0$. The two bullets in the proof are the two directions of this equivalence.

```lean
/-- For `w > 0`, wherever the band energy is positive, the speed is at most `w`, and it equals `w`
exactly when `w + v cos k = 0`. -/
theorem speed_bound {v w k : ℝ} (hw : 0 < w) (hb : 0 < band v w k) :
    |deriv (band v w) k| ≤ w ∧
      (|deriv (band v w) k| = w ↔ w + v * Real.cos k = 0) := by
  have hD := speed_deficit hb
  refine ⟨abs_le_of_sq_le_sq (by
    linarith [sq_nonneg (w * (w + v * Real.cos k) / band v w k)]) hw.le, ?_, ?_⟩
  · intro h
    -- at full speed the perfect square vanishes
    have h2 : deriv (band v w) k ^ 2 = w ^ 2 := by rw [← sq_abs, h]
    rw [h2, sub_self] at hD
    have h3 : w * (w + v * Real.cos k) / band v w k = 0 :=
      pow_eq_zero_iff two_ne_zero |>.mp hD.symm
    have h4 := (div_eq_zero_iff.mp h3).resolve_right hb.ne'
    exact (mul_eq_zero.mp h4).resolve_left hw.ne'
  · intro h
    rw [h, mul_zero, zero_div] at hD
    have h2 : deriv (band v w) k ^ 2 = w ^ 2 := by linarith
    have h3 := sq_eq_sq_iff_abs_eq_abs _ _ |>.mp h2
    rwa [abs_of_pos hw] at h3
```

For $v>w>0$, dividing by $v$ turns the equality condition into $\cos k=-w/v$. The theorem says that for every real $k$ the speed is at most $w$, and that it equals $w$ if and only if this condition holds.

Take $v=2$ and $w=1$. The condition is $\cos k=-1/2$, met at $k=2\pi/3$. There $E^2=4+1-2=3$, and $E'=-2\cdot(\sqrt3/2)/\sqrt3=-1$, so the speed is $1=w$.

```lean
/-- Maximum velocity of the dimerised chain: for `v > w > 0` the speed never exceeds `w`,
and it equals `w` exactly when `cos k = -w/v`. -/
theorem max_velocity {v w : ℝ} (hw : 0 < w) (hvw : w < v) (k : ℝ) :
    |deriv (band v w) k| ≤ w ∧
      (|deriv (band v w) k| = w ↔ Real.cos k = -w / v) := by
  have hv : 0 < v := hw.trans hvw
  obtain ⟨h1, h2⟩ := speed_bound hw (band_pos hv hw hvw.ne' k)
  refine ⟨h1, h2.trans ?_⟩
  rw [eq_div_iff hv.ne']
  constructor <;> intro h <;> linarith
```

Since $-1<-w/v<0$, the wavenumber $k=\arccos(-w/v)$ exists and attains the bound. If instead $v<w$, exchanging the hoppings leaves $E$ unchanged, and the maximum is $v$. `IsGreatest` records both parts: $\min(v,w)$ is one of the speeds, and no speed exceeds it. In this non-interacting model, the weaker bond therefore sets the top group velocity of a wave packet narrow in $k$.

```lean
/-- For any unequal positive hoppings, the largest speed in the band is the smaller
hopping, and it is attained. -/
theorem isGreatest_speed {v w : ℝ} (hv : 0 < v) (hw : 0 < w) (hne : v ≠ w) :
    IsGreatest (Set.range fun k => |deriv (band v w) k|) (min v w) := by
  have key : ∀ a b : ℝ, 0 < b → b < a →
      IsGreatest (Set.range fun k => |deriv (band a b) k|) b := by
    intro a b hb hba
    have ha : 0 < a := hb.trans hba
    constructor
    · refine ⟨Real.arccos (-b / a), (max_velocity hb hba _).2.mpr ?_⟩
      apply Real.cos_arccos
      · rw [le_div_iff₀ ha]; linarith
      · rw [div_le_iff₀ ha]; linarith
    · rintro _ ⟨k, rfl⟩
      exact (max_velocity hb hba k).1
  rcases lt_or_gt_of_ne hne with h | h
  · -- exchanging the two hoppings leaves the band unchanged
    have hcomm : band v w = band w v := by
      funext k
      unfold band
      congr 1
      ring
    rw [min_eq_left h.le, hcomm]
    exact key w v hv h
  · rw [min_eq_right h.le]
    exact key v w hw h
```

The fastest states can also be located by energy. For $v>w>0$ the band edges are $E(0)=v+w$ and $E(\pi)=v-w$, and
$$E(k)^2-E(0)E(\pi)=2w^2+2vw\cos k=2w(w+v\cos k).$$
The speed is therefore $w$ exactly when $E(k)^2=E(0)E(\pi)$. In the numerical case both sides are $3$.

```lean
/-- For `v > w > 0` the speed equals `w` exactly where the squared band energy is the
product of the band energies at `k = 0` and `k = π`. -/
theorem max_velocity_energy {v w : ℝ} (hw : 0 < w) (hvw : w < v) (k : ℝ) :
    |deriv (band v w) k| = w ↔
      band v w k ^ 2 = band v w 0 * band v w Real.pi := by
  have hv : 0 < v := hw.trans hvw
  have h0 : band v w 0 = v + w := by
    unfold band
    rw [Real.cos_zero, show v ^ 2 + w ^ 2 + 2 * v * w * 1 = (v + w) ^ 2 by ring,
      Real.sqrt_sq (by linarith)]
  have hpi : band v w Real.pi = v - w := by
    unfold band
    rw [Real.cos_pi, show v ^ 2 + w ^ 2 + 2 * v * w * (-1) = (v - w) ^ 2 by ring,
      Real.sqrt_sq (by linarith)]
  rw [(speed_bound hw (band_pos hv hw hvw.ne' k)).2, band_sq, h0, hpi]
  constructor
  · intro h
    linear_combination 2 * w * h
  · intro h
    have h2 : 2 * w * (w + v * Real.cos k) = 0 := by linear_combination h
    exact (mul_eq_zero.mp h2).resolve_left (by positivity)
```

With equal hoppings $v=w>0$ the gap closes where $\cos k=-1$. The last theorem assumes that a derivative $d$ exists at $k$ and concludes $|d|<v$. If $E(k)>0$, the earlier bound gives $|d|\le v$, and equality would require $v+v\cos k=0$, hence $E(k)^2=2v(v+v\cos k)=0$, a contradiction. If $E(k)=0$, the band has a minimum there, so any derivative would be zero. Stated with `deriv`, the strict bound would also hold where the gap closes, but only because `deriv` returns zero at a point where no derivative exists. The hypothesis `HasDerivAt` restricts the claim to genuine derivatives. The strict bound is a statement about the upper band defined by the positive root, which has a kink where the gap closes. At that point the two bands cross, and the smooth branches $2v\cos(k/2)$ and $-2v\cos(k/2)$ pass through it with speed exactly $v$, so the uniform chain does reach the speed $v$ there.

```lean
/-- With equal hoppings `v > 0`, wherever the band has a group velocity `d`, its
magnitude is strictly below `v`. -/
theorem uniform_chain_speed_lt {v k d : ℝ} (hv : 0 < v)
    (hd : HasDerivAt (band v v) d k) : |d| < v := by
  have hnn : 0 ≤ band v v k := Real.sqrt_nonneg _
  rcases hnn.eq_or_lt with h0 | hb
  · -- at zero energy the band has a minimum, so a derivative there must vanish
    have hmin : IsLocalMin (band v v) k :=
      Filter.Eventually.of_forall fun x => by
        rw [← h0]
        exact Real.sqrt_nonneg _
    rw [hmin.hasDerivAt_eq_zero hd, abs_zero]
    exact hv
  · obtain ⟨h1, h2⟩ := speed_bound hv hb
    rw [hd.deriv] at h1 h2
    refine lt_of_le_of_ne h1 fun h => ?_
    -- full speed would require zero band energy
    have h3 := h2.mp h
    have h4 : band v v k ^ 2 = 0 := by
      rw [band_sq]
      linear_combination 2 * v * h3
    exact (pow_pos hb 2).ne' h4

end

end DimerisedChainVelocity
```

```lean
#print axioms DimerisedChainVelocity.max_velocity
-- 'DimerisedChainVelocity.max_velocity' depends on axioms: [propext, Classical.choice, Quot.sound]
#print axioms DimerisedChainVelocity.isGreatest_speed
-- 'DimerisedChainVelocity.isGreatest_speed' depends on axioms: [propext, Classical.choice, Quot.sound]
#print axioms DimerisedChainVelocity.max_velocity_energy
-- 'DimerisedChainVelocity.max_velocity_energy' depends on axioms: [propext, Classical.choice, Quot.sound]
#print axioms DimerisedChainVelocity.uniform_chain_speed_lt
-- 'DimerisedChainVelocity.uniform_chain_speed_lt' depends on axioms: [propext, Classical.choice, Quot.sound]
```
